# Fourier transforms of exponentially cut-off power-law edges whose exponents differ by one are related by a factor linear in time

The lemma concerns a spectrum on positive frequencies, ω^(α−1) e^(−ω/ω_c) / (Γ(α) ω_c^α), with α > 0 and cutoff ω_c > 0, whose total weight is one. Writing S_α(t) for the integral of this spectrum times e^(−iωt) over ω > 0, it states that S_α(t) = (1 + iω_c t) S_{α+1}(t) at every real time t. The attempt differentiates the integrand of S_{α+1} with respect to frequency and expresses the derivative through the integrands of both signals. It then integrates over the half-line, where the boundary terms vanish, and reads off the identity.

The first attempt, which Lean rejects:

```lean
import Mathlib

open MeasureTheory Set Filter Topology Complex

namespace SignalStep

noncomputable section

/-- The power-law edge with exponential cutoff, for `α > 0`, `wc > 0` and `w > 0`. -/
def edge (α wc w : ℝ) : ℝ :=
  w ^ (α - 1) * Real.exp (-(w / wc)) / (Real.Gamma α * wc ^ α)

/-- The component of the edge at frequency `w`, with its phase at time `t`,
for `α > 0`, `wc > 0` and `w > 0`. -/
def wave (α wc t w : ℝ) : ℂ := (edge α wc w : ℂ) * exp (-(I * (w * t : ℝ)))

/-- The Fourier transform of the edge at time `t`, for `α > 0` and `wc > 0`. -/
def signal (α wc t : ℝ) : ℂ := ∫ w in Ioi (0 : ℝ), wave α wc t w

/-- For real `x`, the phase factor `exp(-ix)` has modulus one, and differs from one by at most `|x|`
in modulus. -/
theorem phase_bounds (x : ℝ) :
    ‖exp (-(I * (x : ℂ)))‖ = 1 ∧ ‖exp (-(I * (x : ℂ))) - 1‖ ≤ |x| := by
  constructor
  · rw [Complex.norm_exp]
    simp
  · have h : exp (-(I * (x : ℂ))) - 1
        = ((Real.cos x - 1 : ℝ) : ℂ) + ((-Real.sin x : ℝ) : ℂ) * I := by
      rw [show -(I * (x : ℂ)) = ((-x : ℝ) : ℂ) * I by push_cast; ring, Complex.exp_mul_I,
        ← Complex.ofReal_cos, ← Complex.ofReal_sin, Real.cos_neg, Real.sin_neg]
      push_cast
      ring
    apply (sq_le_sq₀ (norm_nonneg _) (abs_nonneg _)).1
    rw [h, Complex.sq_norm, Complex.normSq_add_mul_I, sq_abs]
    nlinarith [Real.one_sub_sq_div_two_le_cos (x := x), Real.sin_sq_add_cos_sq x]

/-- For `α, wc > 0` the edge is integrable with total weight one. -/
theorem edge_normalized {α wc : ℝ} (hα : 0 < α) (hwc : 0 < wc) :
    IntegrableOn (edge α wc) (Ioi 0) ∧ ∫ w in Ioi (0 : ℝ), edge α wc w = 1 := by
  have hN := mul_pos (Real.Gamma_pos_of_pos hα) (Real.rpow_pos_of_pos hwc α)
  have he : edge α wc = fun w =>
      w ^ (α - 1) * Real.exp (-(wc⁻¹ * w)) / (Real.Gamma α * wc ^ α) := by
    funext w
    rw [edge, div_eq_inv_mul w wc]
  have h1 : ∫ w in Ioi (0 : ℝ), edge α wc w = 1 := by
    rw [he, integral_div, Real.integral_rpow_mul_exp_neg_mul_Ioi hα (inv_pos.2 hwc),
      one_div, inv_inv, mul_comm (wc ^ α)]
    exact div_self hN.ne'
  exact ⟨by_contra fun h => one_ne_zero (h1.symm.trans (integral_undef h)), h1⟩

/-- For `α, wc > 0` the Fourier integrand of the edge is integrable at every time. -/
theorem integrable_wave {α wc : ℝ} (hα : 0 < α) (hwc : 0 < wc) (t : ℝ) :
    IntegrableOn (wave α wc t) (Ioi 0) := by
  have hG : IntegrableOn (fun w : ℝ => (edge α wc w : ℂ)) (Ioi 0) :=
    (edge_normalized hα hwc).1.ofReal
  refine Integrable.mono hG (hG.aestronglyMeasurable.mul
    (Continuous.aestronglyMeasurable (by fun_prop))) (ae_of_all _ fun w => ?_)
  rw [wave, norm_mul, (phase_bounds _).1, mul_one]

/-- For `α, wc > 0`, integration by parts links the signals of exponents `α` and `α + 1`. -/
theorem signal_step {α wc : ℝ} (hα : 0 < α) (hwc : 0 < wc) (t : ℝ) :
    signal α wc t = (1 + I * wc * t) * signal (α + 1) wc t := by
  have h0 : (wc : ℂ) ≠ 0 := Complex.ofReal_ne_zero.2 hwc.ne'
  have hG := (Real.Gamma_pos_of_pos hα).ne'
  have hW := (Real.rpow_pos_of_pos hwc α).ne'
  have he : edge (α + 1) wc = fun x =>
      x ^ α * Real.exp (-(x / wc)) / (Real.Gamma (α + 1) * wc ^ (α + 1)) := by
    funext x
    rw [edge, add_sub_cancel_right]
  have hc : Continuous (edge (α + 1) wc) := by
    have h1 : Continuous fun x : ℝ => x ^ α :=
      continuous_id.rpow_const fun _ => Or.inr hα.le
    have h2 : Continuous fun x : ℝ => Real.exp (-(x / wc)) := by fun_prop
    rw [he]
    exact (h1.mul h2).div_const _
  have hcw : Continuous fun w => wave (α + 1) wc t w := by
    simp only [wave]
    fun_prop
  have hd : ∀ w ∈ Ioi (0 : ℝ), HasDerivAt (wave (α + 1) wc t)
      ((wc : ℂ)⁻¹ * (wave α wc t w - (1 + I * wc * t) * wave (α + 1) wc t w)) w := by
    intro w hw
    have hw0 : 0 < w := hw
    have h1 : HasDerivAt (edge (α + 1) wc) ((edge α wc w - edge (α + 1) wc w) / wc) w := by
      rw [he]
      refine (((Real.hasDerivAt_rpow_const (p := α) (Or.inl hw0.ne')).fun_mul
        ((hasDerivAt_id' w).div_const wc).fun_neg.exp).div_const _).congr_deriv ?_
      rw [edge, Real.Gamma_add_one hα.ne', Real.rpow_add_one hwc.ne']
      generalize Real.exp (-(w / wc)) = E
      field_simp <;> ring
    have h2 : HasDerivAt (fun w : ℝ => -(I * ((w * t : ℝ) : ℂ))) (-(I * t)) w :=
      (((hasDerivAt_id w).mul_const t).ofReal_comp.const_mul I).fun_neg.congr_deriv (by simp)
    refine (h1.ofReal_comp.fun_mul h2.cexp).congr_deriv ?_
    simp only [wave, Complex.ofReal_div, Complex.ofReal_sub]
    linear_combination (I * t * (edge (α + 1) wc w : ℂ) * exp (-(I * ((w * t : ℝ) : ℂ))))
      * inv_mul_cancel₀ h0
  have hi := integrable_wave hα hwc t
  have hj := integrable_wave (add_pos hα one_pos) hwc t
  have hf := (hi.sub (hj.const_mul (1 + I * wc * t))).const_mul (wc : ℂ)⁻¹
  -- the boundary terms vanish at both ends
  have hI : ∫ w in Ioi (0 : ℝ),
      (wc : ℂ)⁻¹ * (wave α wc t w - (1 + I * wc * t) * wave (α + 1) wc t w)
        = 0 - wave (α + 1) wc t 0 :=
    integral_Ioi_of_hasDerivAt_of_tendsto hcw.continuousWithinAt hd hf
      (tendsto_zero_of_hasDerivAt_of_integrableOn_Ioi hd hf hj)
  have hz : wave (α + 1) wc t 0 = 0 := by simp [wave, he, Real.zero_rpow hα.ne']
  rw [integral_const_mul, integral_sub hi (hj.const_mul _), integral_const_mul, hz,
    sub_zero] at hI
  exact sub_eq_zero.1 ((mul_eq_zero.1 hI).resolve_left (inv_ne_zero h0))

end

end SignalStep
```

Lean reports:

```
Try this:
  [apply] ring_nf
  
  The `ring` tactic failed to close the goal. Use `ring_nf` to obtain a normal form.
    
  Note that `ring` works primarily in *commutative* rings. If you have a noncommutative ring, abelian group or module, consider using `noncomm_ring`, `abel` or `module` instead.
Main.lean:83:89: error: unsolved goals
α wc : ℝ
hα : 0 < α
hwc : 0 < wc
t : ℝ
h0 : ↑wc ≠ 0
hG : Real.Gamma α ≠ 0
hW : wc ^ α ≠ 0
he : edge (α + 1) wc = fun x => x ^ α * Real.exp (-(x / wc)) / (Real.Gamma (α + 1) * wc ^ (α + 1))
hc : Continuous (edge (α + 1) wc)
hcw : Continuous fun w => wave (α + 1) wc t w
w : ℝ
hw : w ∈ Ioi 0
hw0 : 0 < w
E : ℝ
⊢ E * α * w ^ (-1 + α) * wc - E * w ^ α = E * α * w ^ (-1 + α) * wc - w ^ α * Real.exp (-(w * wc⁻¹))
```

The mended proof, as a diff:

```diff
@@ -86,6 +86,8 @@
         ((hasDerivAt_id' w).div_const wc).fun_neg.exp).div_const _).congr_deriv ?_
       rw [edge, Real.Gamma_add_one hα.ne', Real.rpow_add_one hwc.ne']
+      beta_reduce
       generalize Real.exp (-(w / wc)) = E
-      field_simp <;> ring
+      field_simp
+      ring
     have h2 : HasDerivAt (fun w : ℝ => -(I * ((w * t : ℝ) : ℂ))) (-(I * t)) w :=
       (((hasDerivAt_id w).mul_const t).ofReal_comp.const_mul I).fun_neg.congr_deriv (by simp)
```

The error is in `h1`, the derivative of the edge with parameter α + 1. There `rw [he]` replaces `edge (α + 1) wc` by a `fun x => …` also where it is applied to `w`, in the stated derivative. That application is left unreduced, so its exponential still reads `Real.exp (-(x / wc))`, with `x` bound, and `generalize Real.exp (-(w / wc)) = E` passes over it.

The exponential at `w` appears only later, once the application is reduced, and so the final goal has `E * w ^ α` on one side and `w ^ α * Real.exp (-(w * wc⁻¹))` on the other. Since `generalize` has made `E` an arbitrary real number, the two sides need not be equal. The "Try this" message reports that `ring` could not close this goal; the suggested `ring_nf` would not close it either.

The added `beta_reduce` carries out the application first, so that `generalize` replaces every copy of the exponential and `ring` can finish. Putting `field_simp` and `ring` on separate lines instead of joining them with `<;>` is mere tidying.
